# Normal ordering a polynomial of the number operator by forward differences

The operators a and b are taken here as elements of an abstract algebra A over the rational numbers, tied together only by ab − ba = 1. No Fock space, inner product or adjoint is assumed. In the oscillator, a is the annihilation operator and b the creation operator a†, but the identity below needs only the commutator.

Write N = ba for the number operator and Wₖ = bᵏaᵏ for the normally ordered words, with W₀ = 1. For a function g on the rationals, define the forward differences with unit step by

Δ⁰g(x) = g(x),  Δᵏ⁺¹g(x) = Δᵏg(x+1) − Δᵏg(x).

For every polynomial f with rational coefficients and degree at most d,

f(N) = Σ_{k=0..d} (cₖ/k!) bᵏaᵏ,  cₖ = Δᵏf(0).

The smallest case is d = 0: f is a constant c, and the formula reads f(N) = c·1. Reordering first produces an extra term at d = 2. For f(x) = x² the values 0, 1, 4 give c₀ = 0, c₁ = 1, c₂ = 2, hence N² = ba + b²a².

## From a difference table to stored operator words

A program that stores single-mode bosonic operators as lists of normally ordered words can use this conversion when a Hamiltonian term arrives as a polynomial in N, for example a Kerr term written as a multiple of N². The identity reduces the task to arithmetic on numbers: evaluate f at 0, 1, …, d, build the difference table, and divide its leading entries by k!. No commutators are expanded at run time.

Normal order is convenient for coherent states. With b = a†, the mean of bᵏaᵏ in the coherent state of amplitude α is |α|²ᵏ, so the coefficients cₖ/k! give the mean of f(N) directly.

## Matching two recursions

**The operator recursion.** The commutator gives ab = ba + 1. By induction on k,

N bᵏ = bᵏN + k bᵏ.

This is clear for k = 0. If it holds for k, then

N bᵏ⁺¹ = (bᵏN + k bᵏ)b = bᵏ⁺¹(ab) + k bᵏ⁺¹ = bᵏ⁺¹N + (k+1)bᵏ⁺¹.

Multiplying by aᵏ on the right, and using bᵏ(ba)aᵏ = Wₖ₊₁, gives

N Wₖ = Wₖ₊₁ + k Wₖ.

**The difference recursion.** For h(x) = x g(x), the discrete Leibniz rule is

Δᵏ⁺¹h(x) = (x+k+1) Δᵏ⁺¹g(x) + (k+1) Δᵏg(x).

For k = 0 it says (x+1)g(x+1) − x g(x) = (x+1)(g(x+1) − g(x)) + g(x). For the induction step, subtract the rule at x from the rule at x+1:

Δᵏ⁺²h(x) = (x+k+2) Δᵏ⁺¹g(x+1) − (x+k+1) Δᵏ⁺¹g(x) + (k+1)(Δᵏg(x+1) − Δᵏg(x)).

The last bracket is Δᵏ⁺¹g(x), and Δᵏ⁺¹g(x+1) = Δᵏ⁺¹g(x) + Δᵏ⁺²g(x). Collecting terms,

Δᵏ⁺²h(x) = (x+k+2) Δᵏ⁺²g(x) + (k+2) Δᵏ⁺¹g(x),

which is the rule for k+1.

The rule also shows that differences of xᵐ of order above m vanish. For m = 0 the function is constant. For the power m+1 and an order j+1 > m+1, the right-hand side contains differences of xᵐ of orders j+1 and j, both above m, so both are zero.

**Powers of N.** Let s(m,k) be Δᵏ of xᵐ at zero, divided by k!. Setting x = 0 and g(x) = xᵐ in the Leibniz rule and dividing by (k+1)! gives

s(m+1,k+1) = (k+1) s(m,k+1) + s(m,k),  s(m+1,0) = 0.

The claim is that Nᵐ = Σ_{k=0..d} s(m,k) Wₖ for every d ≥ m. For m = 0 only s(0,0) = 1 is non-zero. For the step to m+1, write d = e+1 with e ≥ m. Then

Nᵐ⁺¹ = N·Nᵐ = Σ_{k=0..e} s(m,k)(Wₖ₊₁ + k Wₖ).

The coefficient of W₀ is zero. For 0 ≤ j < e, the coefficient of Wⱼ₊₁ is s(m,j) + (j+1)s(m,j+1) = s(m+1,j+1). The top word Wₑ₊₁ has coefficient s(m,e), which equals s(m+1,e+1) because s(m,e+1) = 0.

**Polynomials.** Let f(x) = Σ_{i=0..d} fᵢ xⁱ. Expanding each Nⁱ up to the same d and exchanging the sums gives

f(N) = Σ_{k=0..d} (Σ_{i=0..d} fᵢ s(i,k)) Wₖ.

Differences are linear in the function, so the inner sum is Δᵏf(0)/k!, as required.

**Stirling numbers.** The recursion for s(m,k), with s(0,0) = 1 and s(0,k+1) = 0, is the one that defines the Stirling numbers of the second kind S(m,k). Therefore Nᵐ = Σ_{k=0..m} S(m,k) bᵏaᵏ.

## The identity in Lean

```lean
import Mathlib

open Finset

namespace NormalOrderingNewton

/-- The `k`-th forward difference, with unit step, of a function `g` at the point `x`. -/
def delta (g : ℚ → ℚ) : ℕ → ℚ → ℚ
  | 0, x => g x
  | k + 1, x => delta g k (x + 1) - delta g k x

/-- Discrete Leibniz rule: the forward differences of `x g(x)` in terms of those of `g`. -/
theorem delta_id_mul (g : ℚ → ℚ) (k : ℕ) (x : ℚ) :
    delta (fun y => y * g y) (k + 1) x
      = (x + k + 1) * delta g (k + 1) x + (k + 1) * delta g k x := by
  induction k generalizing x with
  | zero =>
    simp only [delta]
    push_cast
    ring
  | succ k ih =>
    have e1 : delta g (k + 1 + 1) x = delta g (k + 1) (x + 1) - delta g (k + 1) x := rfl
    have e2 : delta g (k + 1) x = delta g k (x + 1) - delta g k x := rfl
    change delta (fun y => y * g y) (k + 1) (x + 1) - delta (fun y => y * g y) (k + 1) x = _
    rw [ih, ih, e1, e2]
    push_cast
    ring

/-- Forward differences of the power `x ^ m` of order higher than `m` vanish. -/
theorem delta_pow_eq_zero (m k : ℕ) (h : m < k) (x : ℚ) :
    delta (fun y => y ^ m) k x = 0 := by
  induction m generalizing k x with
  | zero =>
    have hc : ∀ (j : ℕ) (x : ℚ), delta (fun y => y ^ 0) (j + 1) x = 0 := by
      intro j
      induction j with
      | zero => intro x; simp [delta]
      | succ j ih =>
        intro x
        change delta (fun y => y ^ 0) (j + 1) (x + 1) - delta (fun y => y ^ 0) (j + 1) x = 0
        rw [ih, ih, sub_zero]
    obtain ⟨j, rfl⟩ : ∃ j, k = j + 1 := ⟨k - 1, by omega⟩
    exact hc j x
  | succ m ih =>
    obtain ⟨j, rfl⟩ : ∃ j, k = j + 1 := ⟨k - 1, by omega⟩
    have hp : (fun y : ℚ => y ^ (m + 1)) = fun y => y * y ^ m := by
      funext y
      ring
    rw [hp, delta_id_mul (fun y => y ^ m) j x, ih (j + 1) (by omega), ih j (by omega)]
    ring

/-- Recursion in `m` for the Newton coefficients of the power `x ^ m`. -/
theorem newton_coeff_pow_succ (m k : ℕ) :
    delta (fun y => y ^ (m + 1)) (k + 1) 0 / ((k + 1).factorial : ℚ)
      = ((k : ℚ) + 1) * (delta (fun y => y ^ m) (k + 1) 0 / ((k + 1).factorial : ℚ))
        + delta (fun y => y ^ m) k 0 / (k.factorial : ℚ) := by
  have hp : (fun y : ℚ => y ^ (m + 1)) = fun y => y * y ^ m := by
    funext y
    ring
  have hk : (k : ℚ) + 1 ≠ 0 := by positivity
  have hf : (k.factorial : ℚ) ≠ 0 := by positivity
  rw [hp, delta_id_mul (fun y => y ^ m) k 0, Nat.factorial_succ, zero_add]
  push_cast
  field_simp

variable {A : Type*} [Ring A] [Algebra ℚ A]

/-- Multiplying the normally ordered word `b ^ k * a ^ k` by the number operator `b * a`
gives the next such word plus `k` times the same one. -/
theorem number_mul_word {a b : A} (h : a * b - b * a = 1) (k : ℕ) :
    b * a * (b ^ k * a ^ k) = b ^ (k + 1) * a ^ (k + 1) + (k : ℚ) • (b ^ k * a ^ k) := by
  have h' : a * b = b * a + 1 := by rw [← h]; abel
  -- first move the number operator through the creation operators
  have hb : b * a * b ^ k = b ^ k * (b * a) + (k : ℚ) • b ^ k := by
    induction k with
    | zero => simp
    | succ k ih =>
      calc b * a * b ^ (k + 1) = b * a * b ^ k * b := by rw [pow_succ, ← mul_assoc]
        _ = (b ^ k * (b * a) + (k : ℚ) • b ^ k) * b := by rw [ih]
        _ = b ^ k * b * (a * b) + (k : ℚ) • (b ^ k * b) := by
          rw [add_mul, smul_mul_assoc]
          simp only [mul_assoc]
        _ = b ^ (k + 1) * (b * a) + ((k + 1 : ℕ) : ℚ) • b ^ (k + 1) := by
          rw [h', ← pow_succ, mul_add, mul_one]
          push_cast
          module
  rw [← mul_assoc, hb, add_mul, smul_mul_assoc, pow_succ b k, pow_succ' a k]
  simp only [mul_assoc]

/-- Summation by shifting the index, for coefficients `w` obtained from `v` by the
recursion `w (k + 1) = (k + 1) v (k + 1) + v k`. -/
theorem sum_shift (v w : ℕ → ℚ) (T : ℕ → A) (h0 : w 0 = 0)
    (hw : ∀ k : ℕ, w (k + 1) = ((k : ℚ) + 1) * v (k + 1) + v k) (n : ℕ) :
    ∑ k ∈ range n, v k • (T (k + 1) + (k : ℚ) • T k) + ((n : ℚ) * v n) • T n
      = ∑ k ∈ range (n + 1), w k • T k := by
  induction n with
  | zero => simp [h0]
  | succ n ih =>
    rw [Finset.sum_range_succ _ (n + 1), ← ih, Finset.sum_range_succ, hw]
    push_cast
    module

/-- Normal ordering of a power of the number operator, with coefficients given by the
forward differences of `x ^ m` at zero. -/
theorem number_pow_normal_order {a b : A} (h : a * b - b * a = 1) (m d : ℕ) (hd : m ≤ d) :
    (b * a) ^ m = ∑ k ∈ range (d + 1),
      (delta (fun y => y ^ m) k 0 / (k.factorial : ℚ)) • (b ^ k * a ^ k) := by
  induction m generalizing d with
  | zero =>
    rw [Finset.sum_range_succ', Finset.sum_eq_zero]
    · simp [delta]
    · intro k _
      rw [delta_pow_eq_zero 0 (k + 1) (by omega), zero_div, zero_smul]
  | succ m ih =>
    obtain ⟨e, rfl⟩ : ∃ e, d = e + 1 := ⟨d - 1, by omega⟩
    have key := sum_shift (fun k => delta (fun y => y ^ m) k 0 / (k.factorial : ℚ))
      (fun k => delta (fun y => y ^ (m + 1)) k 0 / (k.factorial : ℚ))
      (fun k => b ^ k * a ^ k) (by simp [delta]) (fun k => newton_coeff_pow_succ m k) (e + 1)
    -- the boundary term vanishes because its order exceeds the degree
    have hz := delta_pow_eq_zero m (e + 1) (by omega) 0
    simp only [hz, zero_div, mul_zero, zero_smul, add_zero] at key
    rw [← key, pow_succ', ih e (by omega), Finset.mul_sum]
    refine Finset.sum_congr rfl fun k _ => ?_
    rw [mul_smul_comm, number_mul_word h k]

/-- Forward differences of a polynomial are the combination of those of its monomials. -/
theorem delta_eval (f : Polynomial ℚ) {d : ℕ} (hf : f.natDegree ≤ d) (k : ℕ) (x : ℚ) :
    delta (fun y => f.eval y) k x
      = ∑ i ∈ range (d + 1), f.coeff i * delta (fun y => y ^ i) k x := by
  induction k generalizing x with
  | zero =>
    simp only [delta]
    exact Polynomial.eval_eq_sum_range' (show f.natDegree < d + 1 by omega) x
  | succ k ih => simp only [delta, ih, mul_sub, Finset.sum_sub_distrib]

/-- Normal ordering of a polynomial `f` of the number operator `b * a`: the coefficient of
`b ^ k * a ^ k` is the `k`-th forward difference of `f` at zero divided by `k!`. -/
theorem polynomial_normal_order {a b : A} (h : a * b - b * a = 1)
    (f : Polynomial ℚ) {d : ℕ} (hf : f.natDegree ≤ d) :
    Polynomial.aeval (b * a) f = ∑ k ∈ range (d + 1),
      (delta (fun y => f.eval y) k 0 / (k.factorial : ℚ)) • (b ^ k * a ^ k) := by
  rw [Polynomial.aeval_eq_sum_range' (show f.natDegree < d + 1 by omega) (b * a)]
  -- order each power separately, then exchange the two sums
  have hpow : ∀ i ∈ range (d + 1), f.coeff i • (b * a) ^ i = ∑ k ∈ range (d + 1),
      f.coeff i • (delta (fun y => y ^ i) k 0 / (k.factorial : ℚ)) • (b ^ k * a ^ k) := by
    intro i hi
    have hi' := Finset.mem_range.mp hi
    rw [number_pow_normal_order h i d (by omega), Finset.smul_sum]
  rw [Finset.sum_congr rfl hpow, Finset.sum_comm]
  refine Finset.sum_congr rfl fun k _ => ?_
  rw [delta_eval f hf, Finset.sum_div, Finset.sum_smul]
  refine Finset.sum_congr rfl fun i _ => ?_
  rw [smul_smul, mul_div_assoc]

/-- The normally ordered form of the `m`-th power of the number operator has the Stirling
numbers of the second kind as coefficients. -/
theorem number_pow_stirling {a b : A} (h : a * b - b * a = 1) (m : ℕ) :
    (b * a) ^ m = ∑ k ∈ range (m + 1),
      (Nat.stirlingSecond m k : ℚ) • (b ^ k * a ^ k) := by
  have hs : ∀ m k : ℕ, delta (fun y => y ^ m) k 0 / (k.factorial : ℚ)
      = (Nat.stirlingSecond m k : ℚ) := by
    intro m
    induction m with
    | zero =>
      intro k
      cases k with
      | zero => simp [delta, Nat.stirlingSecond]
      | succ k =>
        rw [delta_pow_eq_zero 0 (k + 1) (by omega)]
        simp [Nat.stirlingSecond]
    | succ m ih =>
      intro k
      cases k with
      | zero => simp [delta, Nat.stirlingSecond]
      | succ k =>
        rw [newton_coeff_pow_succ, ih, ih, Nat.stirlingSecond_succ_succ]
        push_cast
        ring
  rw [number_pow_normal_order h m m le_rfl]
  exact Finset.sum_congr rfl fun k _ => by rw [hs]

/-- On rational polynomials, differentiation and multiplication by the variable satisfy the
canonical commutation relation. -/
theorem commutation_witness :
    (Polynomial.derivative : Module.End ℚ (Polynomial ℚ))
        * LinearMap.mulLeft ℚ (Polynomial.X : Polynomial ℚ)
      - LinearMap.mulLeft ℚ (Polynomial.X : Polynomial ℚ)
        * (Polynomial.derivative : Module.End ℚ (Polynomial ℚ)) = 1 := by
  refine LinearMap.ext fun p => ?_
  simp [Module.End.mul_apply, Polynomial.derivative_mul]

end NormalOrderingNewton
```

```lean
#print axioms NormalOrderingNewton.polynomial_normal_order
#print axioms NormalOrderingNewton.number_pow_stirling
```

```
'NormalOrderingNewton.polynomial_normal_order' depends on axioms: [propext, Classical.choice, Quot.sound]
'NormalOrderingNewton.number_pow_stirling' depends on axioms: [propext, Classical.choice, Quot.sound]
```

## Reading the theorems, and their reach

The main theorem is `polynomial_normal_order`. `Ring A` and `Algebra ℚ A` supply a possibly non-commutative algebra with rational scalars; linear maps from a complex vector space to itself are included. The oscillator's ladder operators are not defined on the whole Hilbert space, so they are taken on a subspace that both map into itself, such as the Schwartz functions. The hypothesis `h` is the canonical commutation relation, in units where the commutator is 1. It is assumed for the given a and b, not derived from a quantisation procedure.

`Polynomial.aeval (b * a) f` is f(N), with the constant term multiplying the identity of A. `delta (fun y => f.eval y) k 0` is cₖ, and `•` multiplies an algebra element by a rational number. `range (d + 1)` runs over 0, …, d, and `hf` allows any d at or above the degree, so a code may use a fixed table length: the surplus coefficients are zero.

The lemmas follow the derivation closely:

- `number_mul_word` proves the operator recursion, first moving N through bᵏ in the inner statement `hb`.
- `delta_id_mul` is the Leibniz rule. Its induction keeps x general, since the step needs the rule at both x and x+1; `ring` then collects the terms.
- `delta_pow_eq_zero` and `newton_coeff_pow_succ` give the vanishing of high differences and the recursion for s(m,k).
- `sum_shift` does the index bookkeeping for partial sums, carrying a boundary term. Besides the recursion it assumes that w 0 = 0, which here is s(m+1,0) = 0. In `number_pow_normal_order` that term is removed by `hz`, the statement that s(m,e+1) = 0.
- `delta_eval` expresses the differences of f through those of its monomials. The main theorem then exchanges the two sums with `Finset.sum_comm`.

`number_pow_stirling` identifies the coefficients with `Nat.stirlingSecond` by comparing recursions. `commutation_witness` gives a concrete pair satisfying the hypothesis: a is differentiation and b is multiplication by x on rational polynomials, with composition as the product.

Several limits matter to someone writing a code:

- **Truncated matrices.** Non-empty square matrices over the complex numbers cannot satisfy ab − ba = 1, because the left side has trace zero and the identity does not. The theorem therefore does not apply to a truncated Fock basis. The usual truncated ladder matrices do satisfy the final formula, for a separate reason: bᵏaᵏ lowers before it raises, so it never goes above the highest retained level. Reordering steps that use the commutator can still fail there.
- **Coefficients.** f has rational coefficients. For real or complex ones, apply `number_pow_normal_order` to each power and combine the results by linearity in an algebra over that field.
- **Functions and modes.** Only polynomials of one number operator are treated. Exponentials of N, infinite series and products mixing several modes are not covered.
- **Arithmetic.** The coefficients are exact rationals. Nothing is stated about rounding or cancellation when the difference table is computed in floating point.
